# For two commuting Pauli spins, (σ·τ)² = 3 − 2 σ·τ

The theorem `dot_sq` concerns two spins, each described by three elements of a complex algebra that multiply like the Pauli matrices. Every component of one spin is assumed to commute with every component of the other. With σ·τ the sum of the three products σᵢτᵢ, without factors of ħ/2, the theorem states that (σ·τ)² = 3 − 2 σ·τ, where 3 means three times the identity. The proof expands the square into nine products, sorts each into a σ part and a τ part, and simplifies these by the Pauli relations. The tactic `module` is then to compare the coefficients on the two sides.

The failing Lean file:

```lean
import Mathlib

open Complex
open scoped Kronecker

namespace SingletTriplet

noncomputable section

variable {A : Type*} [Ring A] [Algebra ℂ A]

/-- Three elements of a complex algebra with the products of the Pauli matrices:
each squares to one, and cyclic products give `i` times the third. -/
structure IsPauliTriple (σ : Fin 3 → A) : Prop where
  sq : ∀ i, σ i * σ i = 1
  xy : σ 0 * σ 1 = I • σ 2
  yz : σ 1 * σ 2 = I • σ 0
  zx : σ 2 * σ 0 = I • σ 1

/-- The scalar product `σ·τ` of two spins. -/
def dot (σ τ : Fin 3 → A) : A := ∑ i, σ i * τ i

/-- If `a`, `b`, `c` square to one and `ab = ic`, then the reversed product is `ba = -ic`. -/
theorem reversed_product {a b c : A} (ha : a * a = 1) (hb : b * b = 1) (hc : c * c = 1)
    (hab : a * b = I • c) : b * a = -(I • c) := by
  have h1 : (a * b) * (b * a) = 1 := by
    rw [mul_assoc, ← mul_assoc b b a, hb, one_mul, ha]
  rw [hab, smul_mul_assoc] at h1
  calc b * a = c * c * (b * a) := by rw [hc, one_mul]
    _ = -(I • (c * (I • (c * (b * a))))) := by
      simp only [mul_smul_comm, smul_smul, I_mul_I, neg_smul, one_smul, neg_neg, mul_assoc]
    _ = -(I • c) := by rw [h1, mul_one]

/-- The number three in the algebra is three times the identity. -/
theorem three_eq_smul (A : Type*) [Ring A] [Algebra ℂ A] : (3 : A) = (3 : ℂ) • (1 : A) := by
  rw [← Algebra.algebraMap_eq_smul_one, map_ofNat]

/-- For two commuting spins, `(σ·τ)² = 3 - 2 σ·τ`. -/
theorem dot_sq {σ τ : Fin 3 → A} (hσ : IsPauliTriple σ) (hτ : IsPauliTriple τ)
    (h : ∀ i j, Commute (σ i) (τ j)) :
    dot σ τ ^ 2 = 3 - 2 * dot σ τ := by
  -- each term splits into a product of σ's times a product of τ's
  have key : ∀ i j, σ i * τ i * (σ j * τ j) = (σ i * σ j) * (τ i * τ j) :=
    fun i j => (h j i).symm.mul_mul_mul_comm _ _
  have s1 := reversed_product (hσ.sq 0) (hσ.sq 1) (hσ.sq 2) hσ.xy
  have s2 := reversed_product (hσ.sq 1) (hσ.sq 2) (hσ.sq 0) hσ.yz
  have s3 := reversed_product (hσ.sq 2) (hσ.sq 0) (hσ.sq 1) hσ.zx
  have t1 := reversed_product (hτ.sq 0) (hτ.sq 1) (hτ.sq 2) hτ.xy
  have t2 := reversed_product (hτ.sq 1) (hτ.sq 2) (hτ.sq 0) hτ.yz
  have t3 := reversed_product (hτ.sq 2) (hτ.sq 0) (hτ.sq 1) hτ.zx
  rw [pow_two, two_mul, three_eq_smul A]
  simp only [dot, Fin.sum_univ_three, mul_add, add_mul, key, hσ.sq, hτ.sq, hσ.xy, hσ.yz,
    hσ.zx, hτ.xy, hτ.yz, hτ.zx, s1, s2, s3, t1, t2, t3, neg_mul, mul_neg, neg_neg,
    smul_mul_assoc, mul_smul_comm, smul_smul, I_mul_I, neg_smul, one_smul, mul_one]
  module

end

end SingletTriplet
```

Messages:

```
Main.lean:55:2: error: ring failed, ring expressions not equal
A : Type u_1
inst✝¹ : Ring A
inst✝ : Algebra ℂ A
σ τ : Fin 3 → A
hσ : IsPauliTriple σ
hτ : IsPauliTriple τ
h : ∀ (i j : Fin 3), Commute (σ i) (τ j)
key : ∀ (i j : Fin 3), σ i * τ i * (σ j * τ j) = σ i * σ j * (τ i * τ j)
s1 : σ 1 * σ 0 = -(I • σ 2)
s2 : σ 2 * σ 1 = -(I • σ 0)
s3 : σ 0 * σ 2 = -(I • σ 1)
t1 : τ 1 * τ 0 = -(I • τ 2)
t2 : τ 2 * τ 1 = -(I • τ 0)
t3 : τ 0 * τ 2 = -(I • τ 1)
⊢ -1 + I ^ 2 = -2
Main.lean:53:74: warning: This simp argument is unused:
  neg_neg

Hint: Omit it from the simp argument list.
  [apply] simp only [dot, Fin.sum_univ_three, mul_add, add_mul, key, hσ.sq, hτ.sq, hσ.xy, hσ.yz, hσ.zx, hτ.xy, hτ.yz,
    hτ.zx, s1, s2, s3, t1, t2, t3, neg_mul, mul_neg, smul_mul_assoc, mul_smul_comm, smul_smul, I_mul_I, neg_smul,
    one_smul, mul_one]

Note: This linter can be disabled with `set_option linter.unusedSimpArgs false`
```

What went wrong. The error comes from `module`, which is left with `-1 + I ^ 2 = -2`. This is true, but the `ring` normalisation that `module` uses for coefficients does not know that `I ^ 2 = -1`.

The `simp only` call before it was meant to remove every such square with `I_mul_I`. It succeeds for products like `σ 0 * σ 1` times `τ 0 * τ 1`, which give the `-1`. In the reversed order both factors carry a minus sign, and the simplification stops at a term of the form `-(I • -(I • x))`. The inner minus sign keeps the two scalars apart, so `smul_smul` cannot join them into `I * I`. It also keeps the two minus signs apart, which is why the warning reports `neg_neg` as unused.

The added lemma `smul_neg` moves the inner minus sign out past the scalar. Then `smul_smul` and `I_mul_I` apply, `I` disappears from the coefficients, and `module` has only numbers to compare.

As a diff, the version that Lean accepts:

```diff
@@ -52,5 +52,5 @@
   simp only [dot, Fin.sum_univ_three, mul_add, add_mul, key, hσ.sq, hτ.sq, hσ.xy, hσ.yz,
     hσ.zx, hτ.xy, hτ.yz, hτ.zx, s1, s2, s3, t1, t2, t3, neg_mul, mul_neg, neg_neg,
-    smul_mul_assoc, mul_smul_comm, smul_smul, I_mul_I, neg_smul, one_smul, mul_one]
+    smul_mul_assoc, mul_smul_comm, smul_neg, smul_smul, I_mul_I, neg_smul, one_smul, mul_one]
   module
 
```
